# A homogeneous cubic field energy vanishes on all coordinate planes exactly when it is a multiple of $F_0F_1F_2$

Take a quadratic energy in two field components, $q(x,y)=ax^2+bxy+cy^2$. Fields along the two axes give me $a$ and $c$, but $b$ never shows up: $q(x,y)-q(x,0)-q(0,y)=bxy$, and this is zero on both axes. I need a field such as $(1,1)$ to see it.

I am now planning finite-field calculations of the hyperpolarizability of a zincblende crystal, with fields along the cubic axes and in the planes that they span. Do I have the same problem one order higher? If every third-order energy in those planes comes out as zero, what have I learned about the tensor, and which field should I add?

## The planes leave one coefficient open, and a [111] field supplies it

Yes, as long as you use only energies, it is the same problem. For a zincblende tensor the third-order energy is zero throughout the coordinate planes, whatever the size of its one independent component $d$. Given that form of the tensor, the third-order energy at a single nonzero field along [111] determines $d$.

### Isolating the mixed term

Number the cubic axes 0, 1, 2 and write the third-order energy in the field $F$ as

$$E(F)=-\tfrac16\sum_{ijk}\beta_{ijk}F_iF_jF_k .$$

For $F=(x,y,z)$, subtract the planar energies and add back the axial ones:

$$E(x,y,z)-E(x,y,0)-E(x,0,z)-E(0,y,z)+E(x,0,0)+E(0,y,0)+E(0,0,z).$$

A term in $x^3$ is counted $1-1-1+1=0$ times, and a term in $x^2y$ is counted $1-1=0$ times; the other terms of these two kinds cancel likewise. The $xyz$ term occurs only in $E(x,y,z)$. The combination therefore equals $-\tfrac16 s\,xyz$, where $s$ is the sum of the six $\beta_{ijk}$ with all indices different.

If $E$ vanishes on the planes, only the first energy is left, so $E(F)=c\,F_0F_1F_2$ with $c=-s/6$. Conversely, such a product is zero whenever a component is zero. Setting $F=(1,1,1)$ gives $c=E(1,1,1)$.

### The symmetry behind the zeros

Let $R_i$ be the rotation by 180° about axis $i$. It keeps $F_i$ and reverses the other two components, so it leaves $F_0F_1F_2$ unchanged. An energy that vanishes on the planes is therefore invariant under all three rotations.

Conversely, suppose that $E$ is invariant and $F_i=0$. Then $R_iF=-F$, and since $E$ is odd, $E(F)=E(R_iF)=E(-F)=-E(F)$, so $E(F)=0$. This step uses only oddness and invariance, so it also removes the fifth-order and all higher odd-order energies from the planes of a crystal with these rotations.

### Recovering the tensor

Let $\beta$ be symmetric under all permutations of its indices, which leaves ten independent components. If the planar energies vanish, the three axial fields give $\beta_{000}=\beta_{111}=\beta_{222}=0$. In the 0–1 plane,

$$E(1,\pm1,0)=-\tfrac16\left(\beta_{000}\pm3\beta_{001}+3\beta_{011}\pm\beta_{111}\right)=0 .$$

The sum and difference of the two equations give $\beta_{011}=\beta_{001}=0$. The other two planes work in the same way, and only $\beta_{012}=d$ survives. This is the zincblende tensor, and its six equal entries give

$$E(F)=-\tfrac16\cdot 6d\,F_0F_1F_2=-d\,F_0F_1F_2 .$$

Hence $d=-E(1,1,1)$. The field $(1,1,1)$ has length $\sqrt3$; a field of unit length along [111] gives $E=-d/(3\sqrt3)$, so there $d=-3\sqrt3\,E$.

### What the Lean statements say

`cubicEnergy β F` is $E(F)$, with the factor $-1/6$ included. The array `β` is an arbitrary real function of three indices in `Fin 3`, so every real homogeneous cubic in three variables can be written this way. `PlanarSilent β` says that the energy is zero at every field with at least one zero component. `zincblende d` has the entry `d` where all three indices differ and zero elsewhere, and `twofold i` is $R_i$.

- `planarSilent_iff` is the equivalence with $c\,F_0F_1F_2$, together with the value of $c$.
- `planarSilent_iff_twofold` is the equivalence with rotational invariance.
- `planarSilent_iff_zincblende` identifies the tensor. Its hypotheses `h12` and `h23` exchange neighbouring indices and so generate all permutations. They stand for the interchangeability of derivatives of a static energy with respect to the field. For arbitrary arrays the equivalence fails: $\beta_{001}=1$, $\beta_{010}=-1$ and zeros elsewhere give no energy at all.
- `planar_blind_and_111_determines` says that any two zincblende tensors give the same third-order energies on all the planes, and that $d=-E(1,1,1)$.

The tensor is given, not computed from an electronic structure, and the energy is the static third-order term alone. Within that model, the result bears on the choice of field directions in finite-field calculations that extract $d$ from energies: the third-order part has to be separated from the total energy first, and at least one field needs three nonzero components. If the induced dipole is calculated as well, a planar field is enough: the second-order dipole along axis 0 is $-\partial E/\partial F_0=d\,F_1F_2$, which equals $d$ at the field $(0,1,1)$.

```lean
import Mathlib

open Finset

namespace CubicFieldResponse

noncomputable section

/-- Third-order energy of a hyperpolarizability array `β` in the field `F`. -/
def cubicEnergy (β : Fin 3 → Fin 3 → Fin 3 → ℝ) (F : Fin 3 → ℝ) : ℝ :=
  -(1 / 6) * ∑ i, ∑ j, ∑ k, β i j k * F i * F j * F k

/-- The third-order energy vanishes at every field with at least one zero component. -/
def PlanarSilent (β : Fin 3 → Fin 3 → Fin 3 → ℝ) : Prop :=
  ∀ F : Fin 3 → ℝ, (∃ i, F i = 0) → cubicEnergy β F = 0

/-- The zincblende tensor: the entry is `d` if all three indices differ, and zero otherwise. -/
def zincblende (d : ℝ) (i j k : Fin 3) : ℝ :=
  if i ≠ j ∧ j ≠ k ∧ i ≠ k then d else 0

/-- Rotation of the field by 180 degrees about the coordinate axis `i`. -/
def twofold (i : Fin 3) (F : Fin 3 → ℝ) : Fin 3 → ℝ :=
  fun j => if j = i then F j else -F j

/-- Subtracting the energies of the planar fields and adding back those of the axial fields
isolates the part of the third-order energy proportional to `x * y * z`. -/
theorem mixed_difference (β : Fin 3 → Fin 3 → Fin 3 → ℝ) (x y z : ℝ) :
    cubicEnergy β ![x, y, z] - cubicEnergy β ![x, y, 0] - cubicEnergy β ![x, 0, z]
      - cubicEnergy β ![0, y, z] + cubicEnergy β ![x, 0, 0] + cubicEnergy β ![0, y, 0]
      + cubicEnergy β ![0, 0, z]
    = -(1 / 6) * (β 0 1 2 + β 0 2 1 + β 1 0 2 + β 1 2 0 + β 2 0 1 + β 2 1 0)
      * (x * y * z) := by
  simp only [cubicEnergy, Fin.sum_univ_three, Matrix.cons_val_zero, Matrix.cons_val_one,
    Matrix.cons_val]
  ring

/-- A homogeneous cubic energy vanishes at every field with a zero component if and only if it
is `c` times the product of the field components for some real `c`; any such `c` is the energy
at the field (1,1,1). -/
theorem planarSilent_iff (β : Fin 3 → Fin 3 → Fin 3 → ℝ) :
    (PlanarSilent β ↔ ∃ c : ℝ, ∀ F, cubicEnergy β F = c * (F 0 * F 1 * F 2)) ∧
    ∀ c : ℝ, (∀ F, cubicEnergy β F = c * (F 0 * F 1 * F 2)) →
      c = cubicEnergy β ![1, 1, 1] := by
  refine ⟨⟨fun h =>
    ⟨-(1 / 6) * (β 0 1 2 + β 0 2 1 + β 1 0 2 + β 1 2 0 + β 2 0 1 + β 2 1 0),
      fun F => ?_⟩, ?_⟩, ?_⟩
  · -- all planar and axial terms drop out of the mixed difference
    have m := mixed_difference β (F 0) (F 1) (F 2)
    have hF : ![F 0, F 1, F 2] = F := by
      funext i
      fin_cases i <;> rfl
    rw [hF] at m
    linear_combination m + h ![F 0, F 1, 0] ⟨2, rfl⟩ + h ![F 0, 0, F 2] ⟨1, rfl⟩
      + h ![0, F 1, F 2] ⟨0, rfl⟩ - h ![F 0, 0, 0] ⟨1, rfl⟩
      - h ![0, F 1, 0] ⟨0, rfl⟩ - h ![0, 0, F 2] ⟨0, rfl⟩
  · rintro ⟨c, hc⟩ F ⟨i, hi⟩
    have hp : ∏ j, F j = 0 := Finset.prod_eq_zero (Finset.mem_univ i) hi
    rw [Fin.prod_univ_three] at hp
    rw [hc, hp, mul_zero]
  · intro c hc
    rw [hc]
    simp

/-- The third-order energy changes sign when the field is reversed. -/
theorem cubicEnergy_neg (β : Fin 3 → Fin 3 → Fin 3 → ℝ) (F : Fin 3 → ℝ) :
    cubicEnergy β (-F) = -cubicEnergy β F := by
  simp only [cubicEnergy, Fin.sum_univ_three, Pi.neg_apply]
  ring

/-- The third-order energy vanishes on all coordinate planes if and only if it is invariant
under the twofold rotations about the three coordinate axes. -/
theorem planarSilent_iff_twofold (β : Fin 3 → Fin 3 → Fin 3 → ℝ) :
    PlanarSilent β ↔ ∀ i F, cubicEnergy β (twofold i F) = cubicEnergy β F := by
  constructor
  · intro h i F
    obtain ⟨c, hc⟩ := (planarSilent_iff β).1.mp h
    rw [hc, hc]
    fin_cases i <;> simp [twofold]
  · rintro h F ⟨i, hi⟩
    -- the rotation about the normal of the plane reverses the field
    have hr : twofold i F = -F := by
      funext j
      by_cases hj : j = i
      · subst hj
        simp [twofold, hi]
      · simp [twofold, hj]
    have h1 := h i F
    rw [hr, cubicEnergy_neg] at h1
    linarith

/-- The third-order energy of the zincblende tensor is minus `d` times the product of the
three field components. -/
theorem zincblende_energy (d : ℝ) (F : Fin 3 → ℝ) :
    cubicEnergy (zincblende d) F = -d * (F 0 * F 1 * F 2) := by
  simp [cubicEnergy, zincblende, Fin.sum_univ_three]
  ring

set_option maxHeartbeats 400000 in
/-- A hyperpolarizability tensor symmetric under all permutations of its indices gives no
third-order energy on the coordinate planes if and only if it is a zincblende tensor. -/
theorem planarSilent_iff_zincblende (β : Fin 3 → Fin 3 → Fin 3 → ℝ)
    (h12 : ∀ i j k, β i j k = β j i k) (h23 : ∀ i j k, β i j k = β i k j) :
    PlanarSilent β ↔ ∃ d, β = zincblende d := by
  constructor
  · intro h
    -- permutation symmetry leaves ten independent components
    have s010 : β 0 1 0 = β 0 0 1 := h23 0 1 0
    have s100 : β 1 0 0 = β 0 0 1 := (h12 1 0 0).trans s010
    have s020 : β 0 2 0 = β 0 0 2 := h23 0 2 0
    have s200 : β 2 0 0 = β 0 0 2 := (h12 2 0 0).trans s020
    have s101 : β 1 0 1 = β 0 1 1 := h12 1 0 1
    have s110 : β 1 1 0 = β 0 1 1 := (h23 1 1 0).trans s101
    have s202 : β 2 0 2 = β 0 2 2 := h12 2 0 2
    have s220 : β 2 2 0 = β 0 2 2 := (h23 2 2 0).trans s202
    have s121 : β 1 2 1 = β 1 1 2 := h23 1 2 1
    have s211 : β 2 1 1 = β 1 1 2 := (h12 2 1 1).trans s121
    have s212 : β 2 1 2 = β 1 2 2 := h12 2 1 2
    have s221 : β 2 2 1 = β 1 2 2 := (h23 2 2 1).trans s212
    have s021 : β 0 2 1 = β 0 1 2 := h23 0 2 1
    have s102 : β 1 0 2 = β 0 1 2 := h12 1 0 2
    have s120 : β 1 2 0 = β 0 1 2 := (h23 1 2 0).trans s102
    have s201 : β 2 0 1 = β 0 1 2 := (h12 2 0 1).trans s021
    have s210 : β 2 1 0 = β 0 1 2 := (h23 2 1 0).trans s201
    -- nine planar fields remove nine of them
    have e1 := h ![1, 0, 0] ⟨1, rfl⟩
    have e2 := h ![0, 1, 0] ⟨0, rfl⟩
    have e3 := h ![0, 0, 1] ⟨0, rfl⟩
    have e4 := h ![1, 1, 0] ⟨2, rfl⟩
    have e5 := h ![1, -1, 0] ⟨2, rfl⟩
    have e6 := h ![1, 0, 1] ⟨1, rfl⟩
    have e7 := h ![1, 0, -1] ⟨1, rfl⟩
    have e8 := h ![0, 1, 1] ⟨0, rfl⟩
    have e9 := h ![0, 1, -1] ⟨0, rfl⟩
    simp only [cubicEnergy, Fin.sum_univ_three, Matrix.cons_val_zero, Matrix.cons_val_one,
      Matrix.cons_val, s010, s100, s020, s200, s101, s110, s202, s220, s121, s211, s212,
      s221, s021, s102, s120, s201, s210] at e1 e2 e3 e4 e5 e6 e7 e8 e9
    have a0 : β 0 0 0 = 0 := by linear_combination -6 * e1
    have a1 : β 1 1 1 = 0 := by linear_combination -6 * e2
    have a2 : β 2 2 2 = 0 := by linear_combination -6 * e3
    have b1 : β 0 0 1 = 0 := by linear_combination e5 - e4 - (1 / 3) * a1
    have b2 : β 0 1 1 = 0 := by linear_combination -e4 - e5 - (1 / 3) * a0
    have b3 : β 0 0 2 = 0 := by linear_combination e7 - e6 - (1 / 3) * a2
    have b4 : β 0 2 2 = 0 := by linear_combination -e6 - e7 - (1 / 3) * a0
    have b5 : β 1 1 2 = 0 := by linear_combination e9 - e8 - (1 / 3) * a2
    have b6 : β 1 2 2 = 0 := by linear_combination -e8 - e9 - (1 / 3) * a1
    refine ⟨β 0 1 2, ?_⟩
    funext i j k
    fin_cases i <;> fin_cases j <;> fin_cases k <;>
      simp [zincblende, s010, s100, s020, s200, s101, s110, s202, s220, s121, s211, s212,
        s221, s021, s102, s120, s201, s210, a0, a1, a2, b1, b2, b3, b4, b5, b6]
  · rintro ⟨d, hd⟩
    rw [hd]
    exact (planarSilent_iff _).1.mpr ⟨-d, zincblende_energy d⟩

/-- Any two zincblende tensors give equal third-order energies at every field with a zero component,
whereas the coefficient `d` is minus the energy at the single field (1,1,1). -/
theorem planar_blind_and_111_determines (d d' : ℝ) :
    (∀ F : Fin 3 → ℝ, (∃ i, F i = 0) →
      cubicEnergy (zincblende d) F = cubicEnergy (zincblende d') F) ∧
    d = -cubicEnergy (zincblende d) ![1, 1, 1] := by
  constructor
  · intro F hF
    have silent : ∀ e, PlanarSilent (zincblende e) := fun e =>
      (planarSilent_iff _).1.mpr ⟨-e, zincblende_energy e⟩
    rw [silent d F hF, silent d' F hF]
  · rw [zincblende_energy]
    simp

end

end CubicFieldResponse
```

```lean
#print axioms CubicFieldResponse.cubicEnergy_neg
#print axioms CubicFieldResponse.planarSilent_iff_twofold
#print axioms CubicFieldResponse.planarSilent_iff_zincblende
#print axioms CubicFieldResponse.planar_blind_and_111_determines
```

```
'CubicFieldResponse.cubicEnergy_neg' depends on axioms: [propext, Classical.choice, Quot.sound]
'CubicFieldResponse.planarSilent_iff_twofold' depends on axioms: [propext, Classical.choice, Quot.sound]
'CubicFieldResponse.planarSilent_iff_zincblende' depends on axioms: [propext, Classical.choice, Quot.sound]
'CubicFieldResponse.planar_blind_and_111_determines' depends on axioms: [propext, Classical.choice, Quot.sound]
```

### How the Lean proofs run

`mixed_difference` expands the sums, and `ring` confirms the cancellation. In `planarSilent_iff`, `linear_combination` combines that identity with the six vanishing planar and axial energies. The converse uses that a product with a zero factor is zero, and the last part evaluates at (1,1,1).

`cubicEnergy_neg` supplies the oddness. In `planarSilent_iff_twofold`, `hr` is the equation $R_iF=-F$, and `linarith` concludes from $-E(F)=E(F)$.

In `planarSilent_iff_zincblende`, the equations `s010` to `s210` reduce the array to ten components, and `e1` to `e9` state that the energy is zero at nine planar fields. From these, `a0` to `a2` remove the diagonal components and `b1` to `b6` those with exactly two equal indices. `fin_cases` then compares all 27 entries with `zincblende (β 0 1 2)`. The converse, like the planar half of the last theorem, follows from `zincblende_energy` and `planarSilent_iff`.
